# Two-body integrals on a periodic grid are positive semidefinite when the kernel has a nonnegative Fourier transform

On the periodic grid $\mathbb{Z}/N$ with $N\ge 1$, an orbital is a function $\varphi_p:\mathbb{Z}/N\to\mathbb{C}$, a pair density is $\rho_{pq}(x)=\overline{\varphi_p(x)}\,\varphi_q(x)$, and the Fourier transform is the unnormalised sum $\hat f(k)=\sum_x e^{-2\pi i kx/N}f(x)$. For a kernel $v:\mathbb{Z}/N\to\mathbb{C}$, the matrix of two-body integrals has the entries $V_{(p,q),(r,s)}=\sum_{x,y}\overline{\rho_{pq}(x)}\,v(x-y)\,\rho_{rs}(y)$.

```lean
import Mathlib

open Matrix
open scoped ComplexConjugate ComplexOrder

namespace PeriodicGridIntegrals

noncomputable section

variable {N : ℕ} [NeZero N] {ι : Type*}

/-- The discrete Fourier transform of a function on the periodic grid `Z/N`. -/
def gridFT (f : ZMod N → ℂ) (k : ZMod N) : ℂ :=
  ∑ x, ZMod.stdAddChar (-(k * x)) * f x

/-- The pair density `conj (φ_p) φ_q` of two orbitals. -/
def pairDensity (φ : ι → ZMod N → ℂ) (p q : ι) (x : ZMod N) : ℂ :=
  conj (φ p x) * φ q x

/-- The interaction of two complex densities through the translation-invariant kernel `v`. -/
def interaction (v f g : ZMod N → ℂ) : ℂ :=
  ∑ x, ∑ y, conj (f x) * v (x - y) * g y

/-- The matrix of two-body integrals, with orbital pairs as row and column indices. -/
def twoBody (v : ZMod N → ℂ) (φ : ι → ZMod N → ℂ) : Matrix (ι × ι) (ι × ι) ℂ :=
  Matrix.of fun a b => interaction v (pairDensity φ a.1 a.2) (pairDensity φ b.1 b.2)

/-- The momentum-space factor: each row is the Fourier component of all pair densities at one
momentum, weighted by the square root of the real part of the transformed kernel over `N`. -/
def momentumFactor (v : ZMod N → ℂ) (φ : ι → ZMod N → ℂ) : Matrix (ZMod N) (ι × ι) ℂ :=
  Matrix.of fun k a =>
    ((Real.sqrt ((gridFT v k).re / N) : ℝ) : ℂ) * gridFT (pairDensity φ a.1 a.2) k

/-- The plane-wave orbital of momentum `k`, without normalisation. -/
def planeWave (k x : ZMod N) : ℂ := ZMod.stdAddChar (k * x)

/-- Fourier inversion: the kernel is the sum of its momentum components. -/
theorem kernel_eq_sum_modes (v : ZMod N → ℂ) (x : ZMod N) :
    v x = (N : ℂ)⁻¹ * ∑ k, gridFT v k * ZMod.stdAddChar (k * x) := by
  have hN : (N : ℂ) ≠ 0 := Nat.cast_ne_zero.mpr (NeZero.ne N)
  have h : ∑ k, gridFT v k * ZMod.stdAddChar (k * x) = (N : ℂ) * v x := by
    calc ∑ k, gridFT v k * ZMod.stdAddChar (k * x)
        = ∑ k, ∑ y, ZMod.stdAddChar (k * (x - y)) * v y := by
          refine Finset.sum_congr rfl fun k _ => ?_
          rw [gridFT, Finset.sum_mul]
          refine Finset.sum_congr rfl fun y _ => ?_
          rw [show k * (x - y) = -(k * y) + k * x by ring, AddChar.map_add_eq_mul]
          ring
      _ = ∑ y, (∑ k, ZMod.stdAddChar (k * (x - y))) * v y := by
          rw [Finset.sum_comm]
          simp only [Finset.sum_mul]
      _ = (N : ℂ) * v x := by
          -- orthogonality of characters leaves only the term `y = x`
          rw [Finset.sum_eq_single x]
          · simp [ZMod.card]
          · intro y _ hy
            rw [AddChar.sum_mulShift _ (ZMod.isPrimitive_stdAddChar N),
              if_neg (sub_ne_zero.mpr hy.symm)]
            simp
          · simp
  rw [h, inv_mul_cancel_left₀ hN]

/-- The interaction of two densities is diagonal in momentum space. -/
theorem interaction_eq_sum_modes (v f g : ZMod N → ℂ) :
    interaction v f g =
      (N : ℂ)⁻¹ * ∑ k, gridFT v k * (conj (gridFT f k) * gridFT g k) := by
  have hc : ∀ k, conj (gridFT f k) = ∑ x, ZMod.stdAddChar (k * x) * conj (f x) := by
    intro k
    simp only [gridFT, map_sum, map_mul, ← AddChar.map_neg_eq_conj, neg_neg]
  calc interaction v f g
      = ∑ x, ∑ y, ∑ k, (N : ℂ)⁻¹ * (gridFT v k *
          ((ZMod.stdAddChar (k * x) * conj (f x)) *
            (ZMod.stdAddChar (-(k * y)) * g y))) := by
        refine Finset.sum_congr rfl fun x _ => Finset.sum_congr rfl fun y _ => ?_
        rw [kernel_eq_sum_modes v (x - y), Finset.mul_sum, Finset.mul_sum, Finset.sum_mul]
        refine Finset.sum_congr rfl fun k _ => ?_
        rw [show k * (x - y) = k * x + -(k * y) by ring, AddChar.map_add_eq_mul]
        ring
    _ = ∑ k, ∑ x, ∑ y, (N : ℂ)⁻¹ * (gridFT v k *
          ((ZMod.stdAddChar (k * x) * conj (f x)) *
            (ZMod.stdAddChar (-(k * y)) * g y))) :=
        (Finset.sum_congr rfl fun x _ => Finset.sum_comm).trans Finset.sum_comm
    _ = (N : ℂ)⁻¹ * ∑ k, gridFT v k * (conj (gridFT f k) * gridFT g k) := by
        rw [Finset.mul_sum]
        refine Finset.sum_congr rfl fun k _ => ?_
        have hg : gridFT g k = ∑ y, ZMod.stdAddChar (-(k * y)) * g y := rfl
        rw [hc, hg, Finset.sum_mul_sum]
        simp only [Finset.mul_sum]

/-- If the transformed kernel is real and nonnegative, the two-body matrix is the product of
the adjoint of the momentum-space factor with the factor itself. -/
theorem twoBody_eq_factor (v : ZMod N → ℂ) (φ : ι → ZMod N → ℂ)
    (hv : ∀ k, 0 ≤ gridFT v k) :
    twoBody v φ = (momentumFactor v φ)ᴴ * momentumFactor v φ := by
  ext a b
  change interaction v (pairDensity φ a.1 a.2) (pairDensity φ b.1 b.2) = _
  rw [interaction_eq_sum_modes, Matrix.mul_apply, Finset.mul_sum]
  refine Finset.sum_congr rfl fun k _ => ?_
  obtain ⟨h1, h2⟩ := Complex.nonneg_iff.mp (hv k)
  have hre : (((gridFT v k).re : ℝ) : ℂ) = gridFT v k := Complex.ext rfl h2
  -- the squared weight is the transformed kernel over `N`
  have hs : ((Real.sqrt ((gridFT v k).re / N) : ℝ) : ℂ) *
      ((Real.sqrt ((gridFT v k).re / N) : ℝ) : ℂ) = (N : ℂ)⁻¹ * gridFT v k := by
    rw [← Complex.ofReal_mul, Real.mul_self_sqrt (div_nonneg h1 (Nat.cast_nonneg N)),
      Complex.ofReal_div, hre, Complex.ofReal_natCast]
    ring
  change _ = conj (((Real.sqrt ((gridFT v k).re / N) : ℝ) : ℂ) *
      gridFT (pairDensity φ a.1 a.2) k) *
    (((Real.sqrt ((gridFT v k).re / N) : ℝ) : ℂ) * gridFT (pairDensity φ b.1 b.2) k)
  rw [map_mul, Complex.conj_ofReal]
  linear_combination (-(conj (gridFT (pairDensity φ a.1 a.2) k) *
    gridFT (pairDensity φ b.1 b.2) k)) * hs

/-- For a kernel with real nonnegative Fourier transform, the two-body matrix of any finite
family of orbitals is Hermitian positive semidefinite in the pair indices. -/
theorem twoBody_posSemidef [Fintype ι] (v : ZMod N → ℂ) (φ : ι → ZMod N → ℂ)
    (hv : ∀ k, 0 ≤ gridFT v k) : (twoBody v φ).PosSemidef := by
  rw [twoBody_eq_factor v φ hv]
  exact Matrix.posSemidef_conjTranspose_mul_self _

/-- The rank of the two-body matrix of a finite family of orbitals is at most the number of
momenta at which the transformed kernel is nonzero. -/
theorem twoBody_rank_le [Fintype ι] (v : ZMod N → ℂ) (φ : ι → ZMod N → ℂ) :
    (twoBody v φ).rank ≤ Nat.card {k // gridFT v k ≠ 0} := by
  classical
  have h : twoBody v φ =
      (Matrix.of fun (a : ι × ι) (k : ZMod N) =>
        (N : ℂ)⁻¹ * conj (gridFT (pairDensity φ a.1 a.2) k)) *
      Matrix.diagonal (gridFT v) *
      (Matrix.of fun (k : ZMod N) (b : ι × ι) => gridFT (pairDensity φ b.1 b.2) k) := by
    ext a b
    rw [Matrix.mul_apply]
    simp only [Matrix.mul_diagonal, Matrix.of_apply]
    change interaction v (pairDensity φ a.1 a.2) (pairDensity φ b.1 b.2) = _
    rw [interaction_eq_sum_modes, Finset.mul_sum]
    refine Finset.sum_congr rfl fun k _ => ?_
    ring
  -- a product has at most the rank of its diagonal middle factor
  have hd := Matrix.rank_diagonal (gridFT v)
  rw [← Nat.card_eq_fintype_card] at hd
  rw [h]
  exact ((Matrix.rank_mul_le_left _ _).trans (Matrix.rank_mul_le_right _ _)).trans hd.le

/-- For unnormalised plane-wave orbitals, the diagonal two-body integral of the pair `(0, k)` is `N`
times the transformed kernel at `k`. -/
theorem twoBody_planeWave_diag (v : ZMod N → ℂ) (k : ZMod N) :
    twoBody v planeWave (0, k) (0, k) = (N : ℂ) * gridFT v k := by
  have hρ : ∀ x, pairDensity planeWave 0 k x = ZMod.stdAddChar (k * x) := by
    intro x
    simp [pairDensity, planeWave]
  -- shifting the grid removes the dependence on the second point
  have hy : ∀ y, ∑ x, conj (ZMod.stdAddChar (k * x)) * v (x - y) *
      ZMod.stdAddChar (k * y) = gridFT v k := by
    intro y
    refine Eq.trans (Finset.sum_congr rfl fun x _ => ?_)
      ((Equiv.subRight y).sum_comp fun z => ZMod.stdAddChar (-(k * z)) * v z)
    change _ = ZMod.stdAddChar (-(k * (x - y))) * v (x - y)
    rw [← AddChar.map_neg_eq_conj, show -(k * (x - y)) = -(k * x) + k * y by ring,
      AddChar.map_add_eq_mul]
    ring
  change ∑ x, ∑ y, conj (pairDensity planeWave 0 k x) * v (x - y) *
    pairDensity planeWave 0 k y = _
  simp only [hρ]
  rw [Finset.sum_comm]
  simp only [hy]
  simp [ZMod.card]

/-- For the full set of plane-wave orbitals, the two-body matrix is positive semidefinite
exactly when the transformed kernel is real and nonnegative. -/
theorem planeWave_posSemidef_iff (v : ZMod N → ℂ) :
    (twoBody v planeWave).PosSemidef ↔ ∀ k, 0 ≤ gridFT v k := by
  refine ⟨fun h k => ?_, twoBody_posSemidef v planeWave⟩
  have hd : 0 ≤ twoBody v planeWave (0, k) (0, k) := h.diag_nonneg
  rw [twoBody_planeWave_diag] at hd
  have h0 := Complex.nonneg_iff.mp hd
  have hN : (0 : ℝ) < N := Nat.cast_pos.mpr (NeZero.pos N)
  rw [← Complex.ofReal_natCast, Complex.re_ofReal_mul, Complex.im_ofReal_mul] at h0
  exact Complex.nonneg_iff.mpr ⟨(mul_nonneg_iff_of_pos_left hN).mp h0.1,
    ((mul_eq_zero.mp h0.2.symm).resolve_left hN.ne').symm⟩

end

end PeriodicGridIntegrals
```

```lean
#print axioms PeriodicGridIntegrals.twoBody_posSemidef
#print axioms PeriodicGridIntegrals.twoBody_rank_le
#print axioms PeriodicGridIntegrals.planeWave_posSemidef_iff
```

```
'PeriodicGridIntegrals.twoBody_posSemidef' depends on axioms: [propext, Classical.choice, Quot.sound]
'PeriodicGridIntegrals.twoBody_rank_le' depends on axioms: [propext, Classical.choice, Quot.sound]
'PeriodicGridIntegrals.planeWave_posSemidef_iff' depends on axioms: [propext, Classical.choice, Quot.sound]
```

## The matrix and the condition on the kernel

The main statement is `twoBody_posSemidef`. It takes a kernel `v`, a finite family of orbitals `φ` labelled by `ι`, and the hypothesis `∀ k, 0 ≤ gridFT v k`. In the order on $\mathbb{C}$ used here, $0\le z$ means that $z$ is real and nonnegative, so this one line contains both halves of the condition on $\hat v$. The conclusion `(twoBody v φ).PosSemidef` says that $V$ is Hermitian and that $c^\dagger Vc\ge 0$ for every vector $c$ of pair coefficients.

The Lean objects correspond to the physics as follows.

- `gridFT` is the transform $\hat f$; `ZMod.stdAddChar` is the character $x\mapsto e^{2\pi i x/N}$.
- `pairDensity φ p q` is $\rho_{pq}$, and `interaction v f g` is the double sum for two arbitrary densities $f$ and $g$.
- `twoBody v φ` is $V$. Its row index `a` is the pair $(p,q)$ and its column index `b` is the pair $(r,s)$.
- `planeWave k` is $e^{2\pi i kx/N}$ without the factor $1/\sqrt N$.

The first density is conjugated, and $\overline{\rho_{pq}}=\rho_{qp}$. In chemists' notation the entry is therefore $(qp|rs)$, with $(p,q)$ labelling the row and $(r,s)$ the column. The orbitals need not be orthogonal or normalised, and the sums carry no grid-spacing weight.

The hypothesis on $\hat v$ stands for an interaction under which no density wave has negative energy. A repulsive Coulomb kernel specified by nonnegative Fourier coefficients satisfies it, also when its zero-momentum coefficient is set to zero. The grid is one-dimensional and finite, and the theorems make no statement about a continuum limit or about the error of a truncated factorisation.

In auxiliary-field Monte Carlo the two-body interaction is rewritten through squares of one-body operators, and a Cholesky decomposition of the integrals is one source of such squares. For a translation-invariant kernel on this finite grid whose transform is real and nonnegative, the momentum components give an explicit factorisation $V=L^\dagger L$ of the same kind, with one row of $L$ per momentum.

## From the double sum to a sum over momenta

The first step is Fourier inversion. Inserting the definition of $\hat v$ gives

$$\sum_k \hat v(k)\,e^{2\pi i kx/N}=\sum_y v(y)\sum_k e^{2\pi i k(x-y)/N}=N\,v(x),$$

because the sum over $k$ is $N$ for $y=x$ and zero otherwise. This is `kernel_eq_sum_modes`. There `Finset.sum_eq_single` keeps the term $y=x$, and `AddChar.sum_mulShift` supplies the orthogonality that removes the others.

Now replace $v(x-y)$ in the interaction by its momentum sum. The exponential splits into a factor in $x$ and a factor in $y$:

$$\sum_{x,y}\overline{f(x)}\,v(x-y)\,g(y)=\frac1N\sum_k\hat v(k)\Big(\sum_x e^{2\pi i kx/N}\,\overline{f(x)}\Big)\Big(\sum_y e^{-2\pi i ky/N}g(y)\Big).$$

The first bracket is $\overline{\hat f(k)}$ and the second is $\hat g(k)$, so the interaction equals $\frac1N\sum_k\hat v(k)\,\overline{\hat f(k)}\,\hat g(k)$. The theorem `interaction_eq_sum_modes` states this for every kernel, with no condition on its sign. Its proof expands the kernel, moves the sum over $k$ to the outside with `Finset.sum_comm`, and recombines the two brackets with `Finset.sum_mul_sum`.

## The factor and positivity

If $\hat v(k)\ge 0$ for all $k$, its square root can be shared between the two densities. Define

$$L_{k,(p,q)}=\sqrt{\hat v(k)/N}\;\hat\rho_{pq}(k).$$

Then

$$(L^\dagger L)_{(p,q),(r,s)}=\frac1N\sum_k\hat v(k)\,\overline{\hat\rho_{pq}(k)}\,\hat\rho_{rs}(k)=V_{(p,q),(r,s)}.$$

Hence $V^\dagger=V$ and $c^\dagger Vc=\lVert Lc\rVert^2\ge 0$.

In Lean, $L$ is `momentumFactor`. It takes the square root of the real part of $\hat v(k)/N$, and the hypothesis ensures that $\hat v(k)/N$ has no imaginary part and that its real part is nonnegative. The proof of `twoBody_eq_factor` compares the two sides one momentum at a time. The step `hs` shows that the squared weight is $\hat v(k)/N$, and `linear_combination` multiplies that identity by the two density components. Positivity then follows from `Matrix.posSemidef_conjTranspose_mul_self`.

## Rank without a sign condition

For any kernel, the momentum sum can be read as a product $V=A\,D\,B$, where $D$ is diagonal with entries $\hat v(k)$, $A_{(p,q),k}=\overline{\hat\rho_{pq}(k)}/N$ and $B_{k,(r,s)}=\hat\rho_{rs}(k)$. A product has at most the rank of any of its factors, and the rank of $D$ is the number of its nonzero diagonal entries. The theorem `twoBody_rank_le` therefore bounds the rank of $V$ by the number of momenta with $\hat v(k)\neq0$. In particular the rank never exceeds $N$, however many orbital pairs there are.

## Plane waves test every momentum

For the unnormalised plane waves, $\rho_{0k}(x)=e^{2\pi i kx/N}$, so

$$V_{(0,k),(0,k)}=\sum_y\sum_x e^{-2\pi i k(x-y)/N}\,v(x-y)=N\,\hat v(k).$$

For each fixed $y$ the inner sum is $\hat v(k)$, since shifting $x$ by $y$ only relabels the periodic grid. In `twoBody_planeWave_diag` this shift is `Equiv.subRight y`. With normalised orbitals the entry is $\hat v(k)/N$.

The diagonal entries of a positive semidefinite matrix are real and nonnegative, and $N>0$. So if $V$ is positive semidefinite for the full set of plane waves, then $\hat v(k)\ge0$ at every $k$. Together with the main theorem this gives the equivalence `planeWave_posSemidef_iff`. A smaller family of orbitals may fail to detect a negative coefficient.

## A two-point grid with numbers

Take $N=2$, $v(0)=2$ and $v(1)=1$. Then $\hat v(0)=3$ and $\hat v(1)=1$. The normalised plane waves are $\varphi_0=(1,1)/\sqrt2$ and $\varphi_1=(1,-1)/\sqrt2$, with pair densities

$$\rho_{00}=\rho_{11}=\tfrac12(1,1),\qquad \rho_{01}=\rho_{10}=\tfrac12(1,-1).$$

The first density has the Fourier components $(1,0)$ and the second has $(0,1)$. With the pairs in the order $(0,0),(1,1),(0,1),(1,0)$,

$$L=\begin{pmatrix}\sqrt{3/2}&\sqrt{3/2}&0&0\\0&0&\sqrt{1/2}&\sqrt{1/2}\end{pmatrix},\qquad
V=L^\dagger L=\frac12\begin{pmatrix}3&3&0&0\\3&3&0&0\\0&0&1&1\\0&0&1&1\end{pmatrix}.$$

The double sum gives the same values: $\frac14(2+1+1+2)=\frac32$ for the first diagonal entry and $\frac14(2-1-1+2)=\frac12$ for the third. The eigenvalues of $V$ are $3,1,0,0$, so its rank is 2, equal to the number of momenta with $\hat v(k)\ne0$.

## A repulsive kernel that gives a negative entry

Keep the same grid and orbitals, but let $v(0)=0$ and $v(1)=1$. This kernel is real, even and nowhere negative, yet $\hat v(0)=1$ and $\hat v(1)=-1$. The diagonal entry for the pair $(0,1)$ is now

$$\tfrac14(0-1-1+0)=-\tfrac12,$$

so $V$ is not positive semidefinite. Pointwise repulsion is thus not a substitute for the condition on the transform, even when the transform is real. If only the constant orbital $\varphi_0$ is kept, the single remaining entry is $\frac14(0+1+1+0)=\frac12$, and the negative coefficient goes unnoticed.
